# With a negative definite energy derivative, the KKR determinant changes sign across a level exactly when its degeneracy is odd

## Looking for bands by the sign of a determinant

In the KKR method, a crystal of muffin-tin scatterers has a one-electron level at energy \(E\), for a fixed Bloch vector, when the secular equation \(M(E)c=0\) has a nonzero solution. The vector \(c\) holds the partial-wave amplitudes, and \(M(E)\), written in a form that is Hermitian at real energies, is a finite matrix once the angular momenta are truncated. A simple search evaluates \(\det M(E)\) on an energy grid and records a level wherever the sign changes.

At symmetric Bloch vectors, levels are often degenerate. Does the determinant still change sign there? The answer depends on the degeneracy and on how \(M\) varies with energy.

## The limit and the sign rule

Let \(E_0\) be a real energy, let \(m=\dim\ker M(E_0)\), and let \(M'\) be the entrywise derivative of \(M\) at \(E_0\). Suppose that \(M(E)\) is Hermitian for \(E\) near \(E_0\), and that \(c^\dagger M'c\neq0\) for every nonzero \(c\) with \(M(E_0)c=0\). Then

\[
\lim_{E\to E_0}\frac{\det M(E)}{(E-E_0)^m}=L,\qquad L\in\mathbb R,\quad L\neq0 .
\]

Consequently, at energies close enough to \(E_0\) on either side, the determinant has opposite signs exactly when \(m\) is odd.

A negative definite \(M'\) satisfies the condition. This sign stands for the positivity of a norm: with a suitable sign convention for \(M\), \(-c^\dagger M'c\) at a null vector is, up to a positive factor, the squared norm of the corresponding Bloch wave in the unit cell. On other vectors, negative definiteness is an extra assumption.

For band searches with a finite one-electron secular matrix of this kind, a sign test close around a doubly degenerate level finds nothing, while one around a triply degenerate level reports a single crossing.

## Dividing out the null columns

**Diagonalise at the level.** Choose a unitary \(U\) with \(U^\dagger M(E_0)U=\mathrm{diag}(d_i)\), where the \(d_i\) are real. Let \(Z\) be the set of indices with \(d_i=0\). The rank of \(M(E_0)\) is the number of nonzero \(d_i\), so \(Z\) has \(m\) elements. Put \(N(E)=U^\dagger M(E)U\) and \(K=U^\dagger M'U\). Since \(\det U^\dagger\det U=1\), we have \(\det N(E)=\det M(E)\).

**Rescale.** For \(E\neq E_0\), divide each column \(j\in Z\) of \(N(E)\) by \(E-E_0\). The determinant becomes \(\det M(E)/(E-E_0)^m\). In these columns \(N_{ij}(E_0)=0\), so

\[
\frac{N_{ij}(E)}{E-E_0}=\frac{N_{ij}(E)-N_{ij}(E_0)}{E-E_0}\to K_{ij}.
\]

The other columns tend to \(d_j\delta_{ij}\). Call the limit matrix \(B\). A determinant is a polynomial in the entries, so the quotient tends to \(\det B\).

**Show that \(B\) is nonsingular.** Let \(Bv=0\), and let \(w\) agree with \(v\) on \(Z\) and vanish elsewhere. Row \(i\) reads

\[
(Kw)_i+d_iv_i=0 .
\]

For \(i\in Z\) this gives \((Kw)_i=0\). As \(w\) vanishes off \(Z\), it follows that \(w^\dagger Kw=0\). With \(c=Uw\), this says \(c^\dagger M'c=0\), while \(M(E_0)c=U\,\mathrm{diag}(d_i)\,w=0\). By hypothesis \(c=0\), hence \(w=0\). The rows off \(Z\) now read \(d_iv_i=0\) with \(d_i\neq0\), so \(v=0\).

**Show that the limit is real.** For a Hermitian matrix, \(\overline{\det M}=\det M^\dagger=\det M\). The quotient is therefore real near \(E_0\), and so is its limit \(L=\det B\).

**Read off the signs.** Write \(D(E)=\det M(E)\) and \(p(E)=D(E)/(E-E_0)^m\). Close to \(E_0\), \(p\) has the sign of \(L\). For \(x<E_0<y\) in that range,

\[
D(x)D(y)=p(x)p(y)\,\bigl[(x-E_0)(y-E_0)\bigr]^m .
\]

Here \(p(x)p(y)>0\) and the bracket is negative, so the product is negative exactly when \(m\) is odd. For \(m=0\) there is no level and no sign change.

## A simple level that the determinant only touches

The \(1\times1\) matrix \(M(E)=(E-E_0)^2\) has a nondegenerate level at \(E_0\), yet its determinant is positive on both sides. Its derivative at \(E_0\) is zero, so a negative semidefinite derivative is not enough for the sign rule. The example tests the hypothesis and does not describe a crystal: by the norm relation above, the derivative of a KKR matrix cannot vanish on a null vector.

## How the Lean statements express the physics

The finite type `n` labels the partial-wave channels, and `M : ℝ → Matrix n n ℂ` is the secular matrix at real energy. The degeneracy `levelDegeneracy (M E0)` is the complex dimension of the kernel.

In `secular_det_limit`, `hH` says that \(M(E)\) is Hermitian in some neighbourhood of \(E_0\). The hypothesis `hD` gives the derivative of each entry at \(E_0\) only, and `hN` is the condition on null vectors, with `star c ⬝ᵥ M' *ᵥ c` for \(c^\dagger M'c\). The filter `𝓝[≠] E0` means that \(E\) approaches \(E_0\) without reaching it.

The theorem `kkr_sign_search` replaces `hN` by `hneg`, negative definiteness on all nonzero vectors. It provides a distance \(\delta>0\) such that the sign rule holds for every \(x\) in \((E_0-\delta,E_0)\) and every \(y\) in \((E_0,E_0+\delta)\). The `.re` is there because the determinant has complex type; near \(E_0\) its value is real.

The matrix is abstract: structure constants and phase shifts do not appear, and the sign of the derivative is assumed. The differentiability hypothesis excludes energies where \(M\) has a pole, for example at a free-electron energy or where the cotangent of a phase shift diverges. The determinant can change sign across such a pole too, and a search that looks only at signs would then record a false level. No size is given for \(\delta\), so the theorem does not say how fine a grid must be, and a coarse interval may contain several levels whose sign changes cancel.

## The Lean file

```lean
import Mathlib

open Matrix Filter Topology

namespace KKRSecular

variable {n : Type*} [Fintype n] [DecidableEq n]

/-- The degeneracy of a level: the dimension of the null space of the secular matrix. -/
noncomputable def levelDegeneracy (A : Matrix n n ℂ) : ℕ :=
  Module.finrank ℂ (LinearMap.ker A.mulVecLin)

/-- The determinant of a Hermitian secular matrix is real. -/
theorem det_real {A : Matrix n n ℂ} (hA : A.IsHermitian) : ((A.det.re : ℝ) : ℂ) = A.det := by
  apply Complex.conj_eq_iff_re.mp
  have h := Matrix.det_conjTranspose A
  rw [hA.eq] at h
  exact h.symm

/-- The degeneracy of a Hermitian secular matrix is the number of its zero eigenvalues. -/
theorem degeneracy_eq_card {A : Matrix n n ℂ} (hA : A.IsHermitian) :
    levelDegeneracy A = (Finset.univ.filter fun i => hA.eigenvalues i = 0).card := by
  have h1 := LinearMap.finrank_range_add_finrank_ker A.mulVecLin
  have h2 : A.rank = Fintype.card {i // ¬ hA.eigenvalues i = 0} :=
    hA.rank_eq_card_non_zero_eigs.trans (Fintype.card_congr (Equiv.refl _))
  have h3 := Fintype.card_subtype_compl (fun i => hA.eigenvalues i = 0)
  have h4 := Fintype.card_subtype_le (fun i => hA.eigenvalues i = 0)
  rw [Module.finrank_fintype_fun_eq_card] at h1
  rw [← Fintype.card_subtype]
  unfold Matrix.rank at h2
  unfold levelDegeneracy
  omega

/-- A Hermitian matrix is brought to diagonal form by a unitary matrix of eigenvectors. -/
theorem exists_eigenvectors {A : Matrix n n ℂ} (hA : A.IsHermitian) :
    ∃ U : Matrix n n ℂ, Uᴴ * U = 1 ∧
      A * U = U * diagonal (fun i => (hA.eigenvalues i : ℂ)) := by
  refine ⟨hA.eigenvectorUnitary, Matrix.mem_unitaryGroup_iff'.mp hA.eigenvectorUnitary.2, ?_⟩
  ext i j
  have h := congrFun (hA.mulVec_eigenvectorBasis j) i
  rw [Matrix.mul_diagonal, Matrix.mul_apply]
  simpa [Matrix.mulVec, dotProduct, Matrix.IsHermitian.eigenvectorUnitary_apply, mul_comm]
    using h

/-- Take a real diagonal matrix and replace its null columns by those of `K`. The result is
nonsingular if `K` has no vanishing expectation value in a nonzero null vector. -/
theorem reduced_det_ne_zero (d : n → ℝ) (K : Matrix n n ℂ)
    (hK : ∀ w : n → ℂ, w ≠ 0 → (∀ i, d i ≠ 0 → w i = 0) → star w ⬝ᵥ K *ᵥ w ≠ 0) :
    (Matrix.of fun i j => if d j = 0 then K i j
      else diagonal (fun k => (d k : ℂ)) i j).det ≠ 0 := by
  intro h
  obtain ⟨v, hv, hBv⟩ := Matrix.exists_mulVec_eq_zero_iff.mpr h
  let w : n → ℂ := fun i => if d i = 0 then v i else 0
  -- row by row, the null equation couples the null components through `K`
  have row : ∀ i, (K *ᵥ w) i + (d i : ℂ) * v i = 0 := by
    intro i
    rw [← Matrix.mulVec_diagonal (fun k => (d k : ℂ)) v i]
    refine Eq.trans ?_ (congrFun hBv i)
    simp only [Matrix.mulVec, dotProduct, Matrix.of_apply]
    rw [← Finset.sum_add_distrib]
    refine Finset.sum_congr rfl fun j _ => ?_
    by_cases hj : d j = 0
    · by_cases hij : i = j
      · subst hij
        simp [w, hj]
      · simp [w, hj, hij]
    · simp [w, hj]
  have hw : w = 0 := by
    by_contra hne
    refine hK w hne (fun i hi => by simp [w, hi]) ?_
    refine Finset.sum_eq_zero fun i _ => ?_
    by_cases hi : d i = 0
    · have hr := row i
      rw [hi, Complex.ofReal_zero, zero_mul, add_zero] at hr
      rw [hr, mul_zero]
    · simp [w, hi]
  apply hv
  funext i
  by_cases hi : d i = 0
  · have h0 := congrFun hw i
    simpa [w, hi] using h0
  · have hr := row i
    rw [hw, Matrix.mulVec_zero, Pi.zero_apply, zero_add] at hr
    exact (mul_eq_zero.mp hr).resolve_left (Complex.ofReal_ne_zero.mpr hi)

/-- Let the secular matrix be Hermitian near `E0` and differentiable there, and let its energy
derivative have no vanishing expectation value in a nonzero null vector. Then the determinant
divided by `(E - E0) ^ m`, with `m` the degeneracy, tends to a nonzero real number. -/
theorem secular_det_limit {M : ℝ → Matrix n n ℂ} {M' : Matrix n n ℂ} {E0 : ℝ}
    (hH : ∀ᶠ E in 𝓝 E0, (M E).IsHermitian)
    (hD : ∀ i j, HasDerivAt (fun E => M E i j) (M' i j) E0)
    (hN : ∀ c : n → ℂ, c ≠ 0 → M E0 *ᵥ c = 0 → star c ⬝ᵥ M' *ᵥ c ≠ 0) :
    ∃ L : ℝ, L ≠ 0 ∧ Tendsto
      (fun E => (M E).det / ((E - E0 : ℝ) : ℂ) ^ levelDegeneracy (M E0))
      (𝓝[≠] E0) (𝓝 (L : ℂ)) := by
  have hA := hH.self_of_nhds
  obtain ⟨U, hU, hMU⟩ := exists_eigenvectors hA
  rw [degeneracy_eq_card hA]
  generalize hA.eigenvalues = d at hMU ⊢
  have h0 : Uᴴ * M E0 * U = diagonal (fun i => (d i : ℂ)) := by
    rw [Matrix.mul_assoc, hMU, ← Matrix.mul_assoc, hU, Matrix.one_mul]
  have hder : ∀ i j, HasDerivAt (fun E => (Uᴴ * M E * U) i j) ((Uᴴ * M' * U) i j) E0 := by
    intro i j
    simp only [Matrix.mul_apply]
    exact HasDerivAt.fun_sum fun k _ =>
      (HasDerivAt.fun_sum fun l _ => (hD l k).const_mul _).mul_const _
  -- the limit matrix is nonsingular
  have hdet := reduced_det_ne_zero d (Uᴴ * M' * U) (by
    intro w hw hwd
    have hc : U *ᵥ w ≠ 0 := by
      intro h
      apply hw
      rw [← Matrix.one_mulVec w, ← hU, ← Matrix.mulVec_mulVec, h, Matrix.mulVec_zero]
    have hker : M E0 *ᵥ (U *ᵥ w) = 0 := by
      have hz : diagonal (fun i => (d i : ℂ)) *ᵥ w = 0 := by
        funext i
        rw [Matrix.mulVec_diagonal]
        by_cases hi : d i = 0
        · simp [hi]
        · simp [hwd i hi]
      rw [Matrix.mulVec_mulVec, hMU, ← Matrix.mulVec_mulVec, hz, Matrix.mulVec_zero]
    have h := hN _ hc hker
    rwa [Matrix.star_mulVec, ← Matrix.dotProduct_mulVec, Matrix.mulVec_mulVec,
      Matrix.mulVec_mulVec] at h)
  -- dividing the null columns by `E - E0` divides the determinant by the right power
  have hscale : ∀ E, (Matrix.of fun i j =>
      (if d j = 0 then ((E - E0 : ℝ) : ℂ)⁻¹ else 1) * (Uᴴ * M E * U) i j).det =
      (M E).det / ((E - E0 : ℝ) : ℂ) ^ (Finset.univ.filter fun i => d i = 0).card := by
    intro E
    have hu : Uᴴ.det * U.det = 1 := by rw [← Matrix.det_mul, hU, Matrix.det_one]
    rw [Matrix.det_mul_row, Matrix.det_mul, Matrix.det_mul, Finset.prod_ite,
      Finset.prod_const, Finset.prod_const_one, inv_pow, div_eq_mul_inv]
    linear_combination (M E).det *
      (((E - E0 : ℝ) : ℂ) ^ (Finset.univ.filter fun i => d i = 0).card)⁻¹ * hu
  have hent : ∀ i j, Tendsto (fun E =>
      (if d j = 0 then ((E - E0 : ℝ) : ℂ)⁻¹ else 1) * (Uᴴ * M E * U) i j) (𝓝[≠] E0)
      (𝓝 (if d j = 0 then (Uᴴ * M' * U) i j else diagonal (fun k => (d k : ℂ)) i j)) := by
    intro i j
    by_cases hj : d j = 0
    · have hz : (Uᴴ * M E0 * U) i j = 0 := by
        rw [h0, Matrix.diagonal_apply]
        split_ifs with hij
        · rw [hij, hj, Complex.ofReal_zero]
        · rfl
      simp only [hj, if_true]
      refine (hasDerivAt_iff_tendsto_slope.mp (hder i j)).congr fun E => ?_
      rw [slope, vsub_eq_sub, hz, sub_zero, Complex.real_smul, Complex.ofReal_inv]
    · simp only [hj, if_false, one_mul]
      rw [← h0]
      exact (hder i j).continuousAt.tendsto.mono_left nhdsWithin_le_nhds
  have hlim := (show Tendsto (fun E => (Matrix.of fun i j =>
      (if d j = 0 then ((E - E0 : ℝ) : ℂ)⁻¹ else 1) * (Uᴴ * M E * U) i j).det) (𝓝[≠] E0)
      (𝓝 (Matrix.of fun i j => if d j = 0 then (Uᴴ * M' * U) i j
        else diagonal (fun k => (d k : ℂ)) i j).det) by
    simp only [Matrix.det_apply', Matrix.of_apply]
    exact tendsto_finsetSum _ fun σ _ => tendsto_const_nhds.mul
      (tendsto_finsetProd _ fun i _ => hent (σ i) i)).congr hscale
  generalize (Matrix.of fun i j => if d j = 0 then (Uᴴ * M' * U) i j
    else diagonal (fun k => (d k : ℂ)) i j).det = z at hdet hlim
  -- a limit of real numbers is real
  have him : z.im = 0 := by
    refine tendsto_nhds_unique ((Complex.continuous_im.tendsto z).comp hlim)
      (tendsto_const_nhds.congr' ?_)
    filter_upwards [hH.filter_mono nhdsWithin_le_nhds] with E hE
    rw [Function.comp_apply, ← det_real hE, ← Complex.ofReal_pow, ← Complex.ofReal_div,
      Complex.ofReal_im]
  have hz : ((z.re : ℝ) : ℂ) = z := Complex.ext (by simp) (by simp [him])
  refine ⟨z.re, fun h => hdet ?_, by rwa [hz]⟩
  rw [← hz, h, Complex.ofReal_zero]

/-- If `D E / (E - E0) ^ m` has a nonzero real limit as `E` tends to `E0`, the real part of `D` has
opposite signs at any two energies close to `E0` on either side exactly when `m` is odd. -/
theorem sign_change_iff_odd {D : ℝ → ℂ} {E0 L : ℝ} {m : ℕ} (hL : L ≠ 0)
    (h : Tendsto (fun E => D E / ((E - E0 : ℝ) : ℂ) ^ m) (𝓝[≠] E0) (𝓝 (L : ℂ))) :
    ∃ δ > 0, ∀ x ∈ Set.Ioo (E0 - δ) E0, ∀ y ∈ Set.Ioo E0 (E0 + δ),
      ((D x).re * (D y).re < 0 ↔ Odd m) := by
  have hre : Tendsto (fun E => (D E).re / (E - E0) ^ m) (𝓝[≠] E0) (𝓝 L) := by
    refine ((Complex.continuous_re.tendsto (L : ℂ)).comp h).congr fun E => ?_
    rw [Function.comp_apply, ← Complex.ofReal_pow, Complex.div_ofReal_re]
  have hpos : ∀ᶠ E in 𝓝[≠] E0, 0 < L * ((D E).re / (E - E0) ^ m) :=
    (hre.const_mul L).eventually (lt_mem_nhds (mul_self_pos.mpr hL))
  rw [eventually_nhdsWithin_iff, Metric.eventually_nhds_iff] at hpos
  obtain ⟨δ, hδ, hP⟩ := hpos
  refine ⟨δ, hδ, fun x hx y hy => ?_⟩
  have hp := hP (y := x) (by rw [Real.dist_eq, abs_lt]; constructor <;> linarith [hx.1, hx.2])
    (ne_of_lt hx.2)
  have hq := hP (y := y) (by rw [Real.dist_eq, abs_lt]; constructor <;> linarith [hy.1, hy.2])
    (ne_of_gt hy.1)
  have hx0 : (x - E0) ^ m ≠ 0 := pow_ne_zero _ (sub_ne_zero.mpr (ne_of_lt hx.2))
  have hy0 : (y - E0) ^ m ≠ 0 := pow_ne_zero _ (sub_ne_zero.mpr (ne_of_gt hy.1))
  have ex := div_mul_cancel₀ (D x).re hx0
  have ey := div_mul_cancel₀ (D y).re hy0
  generalize (D x).re / (x - E0) ^ m = p at hp ex
  generalize (D y).re / (y - E0) ^ m = q at hq ey
  have hpq : 0 < p * q := by
    have h2 : 0 < L ^ 2 * (p * q) := by
      have h3 := mul_pos hp hq
      have h4 : L * p * (L * q) = L ^ 2 * (p * q) := by ring
      rwa [h4] at h3
    exact (mul_pos_iff_of_pos_left (by positivity)).mp h2
  have ht : (x - E0) * (y - E0) < 0 :=
    mul_neg_of_neg_of_pos (by linarith [hx.2]) (by linarith [hy.1])
  have e : (D x).re * (D y).re = p * q * ((x - E0) * (y - E0)) ^ m := by
    rw [← ex, ← ey, mul_pow]
    ring
  rw [e]
  rcases Nat.even_or_odd m with hm | hm
  · have h5 := mul_pos hpq (hm.pow_pos ht.ne)
    exact ⟨fun h6 => absurd h6 (not_lt_of_ge h5.le),
      fun h6 => absurd hm (Nat.not_even_iff_odd.mpr h6)⟩
  · exact ⟨fun _ => hm, fun _ => mul_neg_of_pos_of_neg hpq (hm.pow_neg ht)⟩

/-- For a secular matrix Hermitian near `E0` and differentiable there with negative definite
energy derivative, the determinant changes sign across `E0` exactly when the degeneracy is odd. -/
theorem kkr_sign_search {M : ℝ → Matrix n n ℂ} {M' : Matrix n n ℂ} {E0 : ℝ}
    (hH : ∀ᶠ E in 𝓝 E0, (M E).IsHermitian)
    (hD : ∀ i j, HasDerivAt (fun E => M E i j) (M' i j) E0)
    (hneg : ∀ c : n → ℂ, c ≠ 0 → (star c ⬝ᵥ M' *ᵥ c).re < 0) :
    ∃ δ > 0, ∀ x ∈ Set.Ioo (E0 - δ) E0, ∀ y ∈ Set.Ioo E0 (E0 + δ),
      ((M x).det.re * (M y).det.re < 0 ↔ Odd (levelDegeneracy (M E0))) := by
  obtain ⟨L, hL, hlim⟩ := secular_det_limit hH hD (fun c hc _ h => by
    have h1 := hneg c hc
    rw [h, Complex.zero_re] at h1
    exact lt_irrefl _ h1)
  exact sign_change_iff_odd hL hlim

/-- The one-channel secular matrix `(E - E0) ^ 2` has a nondegenerate level at `E0`, yet its
determinant is positive at every other energy. -/
theorem tangential_level_missed (E0 : ℝ) :
    levelDegeneracy !![((E0 - E0 : ℝ) : ℂ) ^ 2] = 1 ∧
      ∀ E : ℝ, E ≠ E0 → 0 < (!![((E - E0 : ℝ) : ℂ) ^ 2]).det.re := by
  constructor
  · have h : !![((E0 - E0 : ℝ) : ℂ) ^ 2] = 0 := by
      ext i j
      fin_cases i
      fin_cases j
      simp
    have hk : LinearMap.ker (0 : Matrix (Fin 1) (Fin 1) ℂ).mulVecLin = ⊤ := by
      ext v
      simp
    rw [h, levelDegeneracy, hk, finrank_top, Module.finrank_fin_fun]
  · intro E hE
    have h : (!![((E - E0 : ℝ) : ℂ) ^ 2]).det = (((E - E0) ^ 2 : ℝ) : ℂ) := by
      rw [Matrix.det_fin_one, Complex.ofReal_pow]
      rfl
    rw [h, Complex.ofReal_re]
    exact sq_pos_of_ne_zero (sub_ne_zero.mpr hE)

end KKRSecular
```

```lean
#print axioms KKRSecular.kkr_sign_search
#print axioms KKRSecular.tangential_level_missed
```

```
'KKRSecular.kkr_sign_search' depends on axioms: [propext, Classical.choice, Quot.sound]
'KKRSecular.tangential_level_missed' depends on axioms: [propext, Classical.choice, Quot.sound]
```

## From the eigenbasis to the sign rule in Lean

The lemma `det_real` compares the determinant with that of the conjugate transpose. `degeneracy_eq_card` combines rank–nullity with Mathlib's count of nonzero eigenvalues, and `omega` does the subtraction. `exists_eigenvectors` supplies \(U\) in the form \(M(E_0)U=U\,\mathrm{diag}(d_i)\).

Nonsingularity of \(B\) is `reduced_det_ne_zero`. It assumes a zero determinant, obtains a null vector `v`, and defines `w` as above. The statement `row` is the row equation, `hw` shows that \(w=0\), and the remaining lines give \(v=0\), a contradiction.

In `secular_det_limit`, the steps of the derivation carry these names:

- `hder` differentiates the entries of \(U^\dagger M(E)U\).
- `hdet` carries the null-vector condition over to the eigenbasis and applies the previous lemma.
- `hscale` takes the column factors out of the determinant with `Matrix.det_mul_row` and removes \(U\) by \(\det U^\dagger\det U=1\).
- `hent` proves convergence of each entry. In a null column the rescaled entry is a difference quotient, handled by `hasDerivAt_iff_tendsto_slope`; in the other columns continuity suffices.
- `hlim` expands the determinant as a sum over permutations and passes to the limit term by term.
- `him` shows that the imaginary part of the limit vanishes, because it does so along the approach.

The sign argument, `sign_change_iff_odd`, is stated for any function `D` with such a limit. It first finds \(\delta\) for which \(L\,p(E)>0\), then proves the product formula as `e` and splits into even and odd \(m\). `kkr_sign_search` joins the two results, since a negative real part rules out a vanishing expectation value.

Finally, `tangential_level_missed` treats the \(1\times1\) example. At \(E_0\) the matrix is zero, so its kernel is the whole one-dimensional space; at any other energy the determinant is the square of a nonzero real number.
